# A thermal bath and a vacuum bath with negative frequencies can share one correlation function

Let a harmonic mode of frequency $\Omega>0$ couple to a system through $B=g(a+a^\dagger)$ with real $g$. At mean thermal occupation 1 its correlation function $\langle B(t)B(0)\rangle$ is $g^2(2e^{-i\Omega t}+e^{i\Omega t})$. Two modes in their vacuum give the same function if one has frequency $\Omega$ and squared coupling $2g^2$, and the other has $-\Omega$ and $g^2$. The problems below carry this exchange over to a continuous bath with an odd spectral density $J$, inverse temperature $\beta>0$ and cutoff $W$.

```lean
import Mathlib

open MeasureTheory

namespace ThermalizedBath

noncomputable section
```

Units have $\hbar=k_B=1$, and prefactors such as $1/\pi$ are absorbed into $J$. The thermal factor is `coth`, and the Bose occupation $n(w)$ is `bose β w`.

```lean
/-- The hyperbolic cotangent, for nonzero argument. -/
def coth (x : ℝ) : ℝ := Real.cosh x / Real.sinh x

/-- The Bose occupation of a mode of frequency `w` at inverse temperature `β`,
for `β * w ≠ 0`. -/
def bose (β w : ℝ) : ℝ := 1 / (Real.exp (β * w) - 1)
```

Write $J_\beta$ for `extendedDensity β J`, which lives on frequencies of both signs:
$$J_\beta(w)=\tfrac12J(w)\bigl(1+\coth(\beta w/2)\bigr).$$

```lean
/-- The temperature-dependent spectral density on positive and negative frequencies,
for `β * w ≠ 0`. -/
def extendedDensity (β : ℝ) (J : ℝ → ℝ) (w : ℝ) : ℝ :=
  J w * (1 + coth (β * w / 2)) / 2
```

The two correlation functions are defined as integrals, not derived from bath operators. The thermal one is
$$C(t)=\int_0^W J(w)\bigl[\coth(\beta w/2)\cos wt-i\sin wt\bigr]dw.$$

```lean
/-- The correlation function at time `t` of a thermal bath with spectral density `J`
and cutoff frequency `W`. -/
def thermalCorrelation (β : ℝ) (J : ℝ → ℝ) (W t : ℝ) : ℂ :=
  ∫ w in (0 : ℝ)..W, (((J w * coth (β * w / 2) * Real.cos (w * t) : ℝ) : ℂ)
    - Complex.I * ((J w * Real.sin (w * t) : ℝ) : ℂ))
```

The vacuum one accepts any density $K$ and integrates $K(w)e^{-iwt}$ over $(-W,W)$. Vacuum means the state without quanta, which for a mode of negative frequency is not the state of lowest energy.

```lean
/-- The correlation function at time `t` of a bath in its vacuum, with spectral density `K`
on the frequencies from `-W` to `W`. -/
def vacuumCorrelation (K : ℝ → ℝ) (W t : ℝ) : ℂ :=
  ∫ w in (-W)..W, (K w : ℂ) * Complex.exp (-(Complex.I * ((w * t : ℝ) : ℂ)))
```

## (a) The density at zero frequency

Show that an odd $J$ satisfies $J(0)=0$.

**Solution.** Oddness at $w=0$ reads $J(0)=-J(0)$, so $2J(0)=0$.

```lean
/-- An odd spectral density vanishes at zero frequency. -/
theorem odd_zero {J : ℝ → ℝ} (hJ : ∀ w, J (-w) = -J w) : J 0 = 0 := by
  have h := hJ 0
  rw [neg_zero] at h
  linarith
```

## (b) Parity of the thermal factor

Show that $\coth(-x)=-\coth x$.

**Solution.** In $\cosh x/\sinh x$ the numerator is even and the denominator odd.

```lean
/-- The hyperbolic cotangent is odd. -/
theorem coth_neg (x : ℝ) : coth (-x) = -coth x := by
  unfold coth
  rw [Real.cosh_neg, Real.sinh_neg, div_neg]
```

## (c) The phase of a mode

Show that $e^{-ix}=\cos x-i\sin x$ for real $x$.

**Solution.** Put $-x$ into Euler's formula and use the parities of cosine and sine.

```lean
/-- The phase factor of a mode split into cosine and sine. -/
theorem exp_phase (x : ℝ) : Complex.exp (-(Complex.I * (x : ℂ))) =
    ((Real.cos x : ℝ) : ℂ) - Complex.I * ((Real.sin x : ℝ) : ℂ) := by
  have h : -(Complex.I * (x : ℂ)) = (-(x : ℂ)) * Complex.I := by ring
  rw [h, Complex.exp_mul_I, Complex.cos_neg, Complex.sin_neg]
  push_cast
  ring
```

## (d) Thermal factor and occupation

For $\beta w\ne0$, show that $\coth(\beta w/2)=1+2n(w)$.

**Solution.** With $y=e^{\beta w/2}$ and $z=1/y$,
$$\frac{y+z}{y-z}=\frac{y^2+1}{y^2-1}=1+\frac{2}{y^2-1},$$
and $y^2=e^{\beta w}$. In Lean, `key` is this algebra, while `hs` and `hne` show that the denominators are nonzero.

```lean
/-- For `β * w ≠ 0` the thermal factor `coth (β w / 2)` is one plus twice the
Bose occupation. -/
theorem coth_eq_bose {β w : ℝ} (h : β * w ≠ 0) :
    coth (β * w / 2) = 1 + 2 * bose β w := by
  -- the identity in terms of y = exp (β w / 2) and its inverse z
  have key : ∀ y z : ℝ, y * z = 1 → (y - z) / 2 ≠ 0 → y ^ 2 - 1 ≠ 0 →
      (y + z) / 2 / ((y - z) / 2) = 1 + 2 * (1 / (y ^ 2 - 1)) := by
    intro y z hy hs hne
    have hr : 1 + 2 * (1 / (y ^ 2 - 1)) = (y ^ 2 + 1) / (y ^ 2 - 1) := by
      rw [eq_div_iff hne]
      linear_combination 2 * (one_div_mul_cancel hne)
    rw [hr, div_eq_div_iff hs hne]
    linear_combination y * hy
  have hs : Real.sinh (β * w / 2) ≠ 0 := fun h0 =>
    h (by linarith [Real.sinh_eq_zero.mp h0])
  have hexp : Real.exp (β * w) = Real.exp (β * w / 2) ^ 2 := by
    rw [sq, ← Real.exp_add]
    congr 1
    ring
  have hne : Real.exp (β * w / 2) ^ 2 - 1 ≠ 0 := by
    rw [← hexp]
    exact fun h0 => h ((Real.exp_eq_one_iff _).mp (by linarith))
  rw [Real.sinh_eq, Real.exp_neg] at hs
  unfold coth bose
  rw [hexp, Real.cosh_eq, Real.sinh_eq, Real.exp_neg]
  exact key _ _ (mul_inv_cancel₀ (Real.exp_pos _).ne') hs hne
```

## (e) Emission and absorption

Show that
$$C(t)=\int_0^W J(w)\bigl[(1+n)e^{-iwt}+n\,e^{iwt}\bigr]dw.$$

**Solution.** The bracket equals $(1+2n)\cos wt-i\sin wt$, and (d) turns $1+2n$ into $\coth(\beta w/2)$. At $w=0$, where Lean gives the divisions by zero the value 0, both integrands vanish by (a). The lemma `integral_congr` reduces the claim to this pointwise comparison.

```lean
/-- For odd `J` and `β > 0`, the thermal correlation function is the sum of emission,
weighted by `1 + n`, and absorption, weighted by the Bose occupation `n`. -/
theorem thermalCorrelation_eq_occupation {β : ℝ} (hβ : 0 < β) {J : ℝ → ℝ}
    (hJ : ∀ w, J (-w) = -J w) (W t : ℝ) :
    thermalCorrelation β J W t = ∫ w in (0 : ℝ)..W, (J w : ℂ) *
      ((1 + (bose β w : ℂ)) * Complex.exp (-(Complex.I * ((w * t : ℝ) : ℂ)))
        + (bose β w : ℂ) * Complex.exp (Complex.I * ((w * t : ℝ) : ℂ))) := by
  unfold thermalCorrelation
  refine intervalIntegral.integral_congr fun w _ => ?_
  rcases eq_or_ne w 0 with rfl | h0
  · simp [odd_zero hJ]
  · rw [coth_eq_bose (mul_ne_zero hβ.ne' h0), exp_phase,
      mul_comm Complex.I ((w * t : ℝ) : ℂ), Complex.exp_mul_I]
    push_cast
    ring
```

## (f) Folding the frequency axis

For $F$ integrable on $(-W,W)$, show that
$$\int_{-W}^{W}F(w)\,dw=\int_0^W\bigl[F(w)+F(-w)\bigr]dw.$$

**Solution.** Split the integral at zero and substitute $w\to-w$ in the negative half. `hL` and `hR` supply integrability on the halves; `integral_comp_neg` is the substitution.

```lean
/-- For `F` integrable from `-W` to `W`, its integral over that range equals the integral of
`F w + F (-w)` from `0` to `W`. -/
theorem integral_fold {F : ℝ → ℂ} {W : ℝ} (h : IntervalIntegrable F volume (-W) W) :
    ∫ w in (-W)..W, F w = ∫ w in (0 : ℝ)..W, (F w + F (-w)) := by
  have h0 : (0 : ℝ) ∈ Set.uIcc (-W) W := by
    rw [Set.mem_uIcc]
    rcases le_total 0 W with hW | hW
    · left; constructor <;> linarith
    · right; constructor <;> linarith
  have hL : IntervalIntegrable F volume (-W) 0 :=
    h.mono_set (Set.uIcc_subset_uIcc Set.left_mem_uIcc h0)
  have hR : IntervalIntegrable F volume 0 W :=
    h.mono_set (Set.uIcc_subset_uIcc h0 Set.right_mem_uIcc)
  have hiff : IntervalIntegrable F volume (-W) 0 ↔
      IntervalIntegrable (fun w => F (-w)) volume (- -W) (-0) :=
    IntervalIntegrable.iff_comp_neg
  have hN := hiff.mp hL
  rw [neg_neg, neg_zero] at hN
  have hI := intervalIntegral.integral_comp_neg (a := 0) (b := W) (f := F)
  rw [neg_zero] at hI
  rw [intervalIntegral.integral_add hR hN.symm, hI, add_comm,
    intervalIntegral.integral_add_adjacent_intervals hL hR]
```

## (g) Integrability of the extended density

Suppose $J(w)\coth(\beta w/2)$ is integrable on $(0,W)$. Show that $J_\beta$ is integrable on $(-W,W)$.

**Solution.** First, $J=(J\coth)\tanh$, also at $w=0$ by (a). Since $\tanh$ is continuous, $J$ is integrable (`hi`). For the two halves (`hR`, `hN`),
$$J_\beta(w)=\tfrac12(J+J\coth),\qquad J_\beta(-w)=\tfrac12(J\coth-J),$$
with the right-hand sides taken at $w$. Physically, the hypothesis limits the weight of slow modes, whose thermal occupation diverges: a density $J\propto w^s$ near zero meets it there when $s>0$.

```lean
/-- For `β > 0` and odd `J` with `J coth (β w / 2)` integrable from `0` to `W`, the extended
density is integrable from `-W` to `W`. -/
theorem extendedDensity_integrable {β W : ℝ} (hβ : 0 < β) {J : ℝ → ℝ}
    (hJ : ∀ w, J (-w) = -J w)
    (hc : IntervalIntegrable (fun w => J w * coth (β * w / 2)) volume 0 W) :
    IntervalIntegrable (extendedDensity β J) volume (-W) W := by
  -- J itself is integrable, being (J coth) times the continuous function tanh
  have hi : IntervalIntegrable J volume 0 W := by
    have hl : Continuous fun w : ℝ => β * w / 2 := by fun_prop
    have ht : Continuous fun w : ℝ => Real.sinh (β * w / 2) / Real.cosh (β * w / 2) :=
      (Real.continuous_sinh.comp hl).div (Real.continuous_cosh.comp hl)
        (fun w => (Real.cosh_pos _).ne')
    have e : (fun w => J w * coth (β * w / 2) *
        (Real.sinh (β * w / 2) / Real.cosh (β * w / 2))) = J := by
      funext w
      rcases eq_or_ne w 0 with rfl | h0
      · simp [odd_zero hJ]
      · have hs : Real.sinh (β * w / 2) ≠ 0 := fun h =>
          mul_ne_zero hβ.ne' h0 (by linarith [Real.sinh_eq_zero.mp h])
        have hk : Real.cosh (β * w / 2) ≠ 0 := (Real.cosh_pos _).ne'
        unfold coth
        rw [mul_assoc, div_mul_div_cancel₀ hs, div_self hk, mul_one]
    have h := hc.mul_continuousOn ht.continuousOn
    rwa [e] at h
  have hR : IntervalIntegrable (extendedDensity β J) volume 0 W := by
    have e : extendedDensity β J =
        fun w => (1 / 2 : ℝ) * (J w + J w * coth (β * w / 2)) := by
      funext w
      unfold extendedDensity
      ring
    rw [e]
    exact (hi.add hc).const_mul (1 / 2)
  have hN : IntervalIntegrable (fun w => extendedDensity β J (-w)) volume 0 W := by
    have e : (fun w => extendedDensity β J (-w)) =
        fun w => (1 / 2 : ℝ) * (J w * coth (β * w / 2) - J w) := by
      funext w
      have hn : β * -w / 2 = -(β * w / 2) := by ring
      unfold extendedDensity
      rw [hn, coth_neg, hJ]
      ring
    rw [e]
    exact (hc.sub hi).const_mul (1 / 2)
  have hiff : IntervalIntegrable (extendedDensity β J) volume (-W) 0 ↔
      IntervalIntegrable (fun w => extendedDensity β J (-w)) volume (- -W) (-0) :=
    IntervalIntegrable.iff_comp_neg
  rw [neg_neg, neg_zero] at hiff
  exact (hiff.mpr hN.symm).trans hR
```

## (h) Equality of the two correlation functions

Under the hypothesis of (g), show for every real $t$ that
$$C(t)=\int_{-W}^{W}J_\beta(w)e^{-iwt}\,dw.$$

**Solution.** Part (g) makes the integrand integrable (`hF`), so (f) applies. By (c), the folded integrand is
$$[J_\beta(w)+J_\beta(-w)]\cos wt-i[J_\beta(w)-J_\beta(-w)]\sin wt.$$
The sum in the first bracket is $J\coth$ and the difference in the second is $J$, which gives the integrand of $C(t)$. Lean makes the same comparison with `integral_congr`, and `ring` finishes it. The sign of $W$ is left free; the physical case is $W>0$.

```lean
/-- For `β > 0` and odd `J` with `J coth (β w / 2)` integrable from `0` to `W`, the thermal bath
and the vacuum bath with the extended density have the same correlation function. -/
theorem thermal_eq_extended_vacuum {β W : ℝ} (hβ : 0 < β) {J : ℝ → ℝ}
    (hJ : ∀ w, J (-w) = -J w)
    (hc : IntervalIntegrable (fun w => J w * coth (β * w / 2)) volume 0 W) (t : ℝ) :
    thermalCorrelation β J W t = vacuumCorrelation (extendedDensity β J) W t := by
  have hK := extendedDensity_integrable hβ hJ hc
  have hKC : IntervalIntegrable (fun w => (extendedDensity β J w : ℂ)) volume (-W) W :=
    ⟨Complex.ofRealCLM.integrable_comp hK.1, Complex.ofRealCLM.integrable_comp hK.2⟩
  have hph : Continuous fun w : ℝ =>
      Complex.exp (-(Complex.I * ((w * t : ℝ) : ℂ))) := by fun_prop
  have hF := hKC.mul_continuousOn hph.continuousOn
  unfold thermalCorrelation vacuumCorrelation
  refine Eq.trans ?_ (integral_fold hF).symm
  refine intervalIntegral.integral_congr fun w _ => ?_
  -- the even part of the extended density gives J coth, the odd part gives J
  have hn : β * -w / 2 = -(β * w / 2) := by ring
  rw [exp_phase (w * t), exp_phase (-w * t), neg_mul, Real.cos_neg, Real.sin_neg]
  unfold extendedDensity
  rw [hn, coth_neg, hJ]
  push_cast
  ring

end

end ThermalizedBath
```

```lean
#print axioms ThermalizedBath.thermalCorrelation_eq_occupation
-- 'ThermalizedBath.thermalCorrelation_eq_occupation' depends on axioms: [propext, Classical.choice, Quot.sound]
#print axioms ThermalizedBath.thermal_eq_extended_vacuum
-- 'ThermalizedBath.thermal_eq_extended_vacuum' depends on axioms: [propext, Classical.choice, Quot.sound]
```

## In a chain-mapped simulation

For a harmonic bath whose modes couple to the system through $a+a^\dagger$, as in the opening example, and with $J\ge0$ at positive frequencies, $J_\beta$ serves as the weight for orthogonal polynomials on $(-W,W)$. Their recurrence coefficients give the site energies and hoppings of a chain of oscillators. The chain starts in its vacuum, so a pure system state can be propagated as a single matrix product state, and temperature enters only through the site energies, the hoppings and the coupling of the system to the first site, whose square is the total weight $\int_{-W}^{W}J_\beta(w)\,dw$.

The step from equal correlation functions to equal reduced dynamics is physical input here: it rests on Gaussian baths, a coupling $S\otimes B$ with Hermitian $S$ and with $B$ a sum of terms $g(a+a^\dagger)$, and an initial state without system–bath correlations.
